# Schwarz screening for point charges with a softened Coulomb interaction

Let $x_i$ be finitely many points in $\mathbb{R}^d$, indexed by $i$ in a finite set, and let $a>0$ be a softening length. The softened Coulomb matrix is

$$K_{ij}=\frac{1}{\sqrt{\|x_i-x_j\|^2+a^2}} .$$

Points may coincide. The diagonal is $K_{ii}=1/a$ and is always kept. A charge vector $p$ assigns a real number $p_i$, of either sign, to each point. The interaction of two charge vectors is

$$\langle p,Kq\rangle=\sum_{i,j}p_iK_{ij}q_j ,$$

in units where the Coulomb constant is 1. The self-interaction $\langle p,Kp\rangle$ carries no factor $\tfrac12$, so it is twice the usual electrostatic energy, with the terms $i=j$ included.

## The bound on an interaction from two self-interactions

The matrix $K$ is positive semidefinite: it is symmetric and $\langle p,Kp\rangle\ge 0$ for every $p$. Consequently, for all real $p$ and $q$,

$$\langle p,Kq\rangle^2\le\langle p,Kp\rangle\,\langle q,Kq\rangle,
\qquad
|\langle p,Kq\rangle|\le\sqrt{\langle p,Kp\rangle}\,\sqrt{\langle q,Kq\rangle}.$$

For unit charges on two points at distance $r$, the second inequality reads $1/\sqrt{r^2+a^2}\le 1/a$.

## Skipping small interactions between charge groups

Suppose a code must evaluate the interactions between $M$ groups of charges. Each group is a charge vector on the common set of points, with zeros where it has no charge. The $M$ self-interactions then bound all the pair interactions, and a pair whose bound lies below a threshold $\tau$ can be skipped with an error of at most $\tau$. If $N$ pairs are skipped, the error in the sum of their interactions is at most $N\tau$.

Electronic-structure codes screen two-electron integrals with an inequality of the same shape, where charge distributions take the place of $p$ and $q$; the bound here is its analogue for finitely many point charges with a softened kernel.

The self-interactions must contain their diagonal terms. Take two bare point charges at distance $r>0$ and set the self-energies to zero:

$$B=\begin{pmatrix}0&1/r\\1/r&0\end{pmatrix}.$$

For the unit charge vectors $e_0=(1,0)$ and $e_1=(0,1)$, both self-interactions vanish while $\langle e_0,Be_1\rangle=1/r$. The Schwarz inequality would say $1/r^2\le 0$, which is false. A screening test built on these self-interactions would discard the pair at any positive threshold, however strong the interaction.

## From polynomial kernels to the Schwarz inequality

**Polynomial kernels.** For $s\ge0$ and $n=0,1,2,\dots$, define

$$Q_n(p)=\sum_{i,j}p_ip_j\,(1+s\langle x_i,x_j\rangle)^n .$$

For $n=0$ this is $\left(\sum_i p_i\right)^2\ge0$. For the induction step, split off one factor and write $\langle x_i,x_j\rangle=\sum_k x_{ik}x_{jk}$. This gives

$$Q_{n+1}(p)=Q_n(p)+s\sum_k Q_n\big(p^{(k)}\big),\qquad p^{(k)}_i=p_ix_{ik}.$$

The coordinates have been absorbed into new charges. If $Q_n$ is non-negative for all charge vectors, so is $Q_{n+1}$.

**Exponential kernel.** For $c\ge0$, put $s=c/n$ with $n\ge1$ and let $n\to\infty$. Each entry $(1+c\langle x_i,x_j\rangle/n)^n$ tends to $e^{c\langle x_i,x_j\rangle}$. The sum is finite, and a limit of non-negative numbers is non-negative, so

$$\sum_{i,j}p_ip_j\,e^{c\langle x_i,x_j\rangle}\ge0 .$$

**Gaussian kernel.** Since $\|x_i-x_j\|^2=\|x_i\|^2-2\langle x_i,x_j\rangle+\|x_j\|^2$, for every real $t$

$$e^{-t^2\|x_i-x_j\|^2}=e^{-t^2\|x_i\|^2}\,e^{-t^2\|x_j\|^2}\,e^{2t^2\langle x_i,x_j\rangle}.$$

Apply the previous result with $c=2t^2$ and the charges $p_ie^{-t^2\|x_i\|^2}$. The Gaussian kernel therefore has a non-negative quadratic form.

**Softened Coulomb kernel.** For $b>0$, $\int_{-\infty}^{\infty}e^{-bt^2}\,dt=\sqrt{\pi/b}$, hence

$$\frac1{\sqrt b}=\frac1{\sqrt\pi}\int_{-\infty}^{\infty}e^{-bt^2}\,dt .$$

Set $b=\|x_i-x_j\|^2+a^2$, which is positive even for $i=j$. Exchanging the finite sums with the integral gives

$$\langle p,Kp\rangle=\frac1{\sqrt\pi}\int_{-\infty}^{\infty}e^{-a^2t^2}\sum_{i,j}p_ip_j\,e^{-t^2\|x_i-x_j\|^2}\,dt\ \ge\ 0 .$$

The factor $e^{-a^2t^2}$ is positive and the double sum is non-negative for each $t$. Symmetry of $K$ follows from $\|x_i-x_j\|=\|x_j-x_i\|$.

**Schwarz inequality.** For every real $s$, symmetry of $K$ gives

$$0\le\langle p+sq,K(p+sq)\rangle=\langle q,Kq\rangle s^2+2\langle p,Kq\rangle s+\langle p,Kp\rangle .$$

A quadratic that is never negative has discriminant at most zero, so $4\langle p,Kq\rangle^2-4\langle q,Kq\rangle\langle p,Kp\rangle\le0$. If $\langle q,Kq\rangle=0$, the expression is linear in $s$ and can stay non-negative only when $\langle p,Kq\rangle=0$, so the inequality holds there too. Taking square roots gives the screening form.

## The Lean file

```lean
import Mathlib

open Matrix MeasureTheory Filter Topology

namespace SoftCoulombScreening

noncomputable section

variable {ι : Type*} [Fintype ι] {d : ℕ}

/-- The softened Coulomb matrix `1 / √(‖x i - x j‖² + a²)` of a family of points,
for a softening length `a ≠ 0`. -/
def softCoulomb (a : ℝ) (x : ι → EuclideanSpace ℝ (Fin d)) : Matrix ι ι ℝ :=
  Matrix.of fun i j => 1 / Real.sqrt (‖x i - x j‖ ^ 2 + a ^ 2)

/-- The Coulomb matrix of two bare point charges at distance `r ≠ 0`, with the
self-energies on the diagonal set to zero. -/
def barePair (r : ℝ) : Matrix (Fin 2) (Fin 2) ℝ := !![0, 1 / r; 1 / r, 0]

/-- For `s ≥ 0`, every natural-number power of the kernel `1 + s ⟨x i, x j⟩` has a non-negative
quadratic form. -/
theorem polynomial_kernel_nonneg (x : ι → EuclideanSpace ℝ (Fin d)) {s : ℝ} (hs : 0 ≤ s)
    (n : ℕ) : ∀ p : ι → ℝ,
      0 ≤ ∑ i, ∑ j, p i * p j * (1 + s * inner ℝ (x i) (x j)) ^ n := by
  induction n with
  | zero =>
    intro p
    have h : ∑ i, ∑ j, p i * p j * (1 + s * inner ℝ (x i) (x j)) ^ 0 = (∑ i, p i) ^ 2 := by
      simp [sq, Finset.sum_mul_sum]
    rw [h]
    positivity
  | succ n ih =>
    intro p
    have hk : ∀ i j, inner ℝ (x i) (x j) = ∑ k, x i k * x j k := by
      intro i j
      simp [PiLp.inner_apply, mul_comm]
    -- one factor is expanded in coordinates, which are absorbed into the charges
    have key : ∑ i, ∑ j, p i * p j * (1 + s * inner ℝ (x i) (x j)) ^ (n + 1)
        = ∑ i, ∑ j, p i * p j * (1 + s * inner ℝ (x i) (x j)) ^ n
          + s * ∑ k, ∑ i, ∑ j, (p i * x i k) * (p j * x j k)
              * (1 + s * inner ℝ (x i) (x j)) ^ n := by
      rw [Finset.sum_comm (s := (Finset.univ : Finset (Fin d))), Finset.mul_sum,
        ← Finset.sum_add_distrib]
      refine Finset.sum_congr rfl fun i _ => ?_
      rw [Finset.sum_comm (s := (Finset.univ : Finset (Fin d))), Finset.mul_sum,
        ← Finset.sum_add_distrib]
      refine Finset.sum_congr rfl fun j _ => ?_
      have h3 : ∀ w : ℝ, ∑ k, (p i * x i k) * (p j * x j k) * w
          = p i * p j * w * inner ℝ (x i) (x j) := by
        intro w
        rw [hk, Finset.mul_sum]
        exact Finset.sum_congr rfl fun k _ => by ring
      rw [h3]
      ring
    rw [key]
    exact add_nonneg (ih p)
      (mul_nonneg hs (Finset.sum_nonneg fun k _ => ih fun i => p i * x i k))

/-- For `c ≥ 0`, the kernel `exp (c ⟨x i, x j⟩)` has a non-negative quadratic form. -/
theorem exponential_kernel_nonneg (x : ι → EuclideanSpace ℝ (Fin d)) {c : ℝ} (hc : 0 ≤ c)
    (p : ι → ℝ) : 0 ≤ ∑ i, ∑ j, p i * p j * Real.exp (c * inner ℝ (x i) (x j)) := by
  -- the exponential is the limit of the polynomial kernels
  have lim : Tendsto
      (fun n : ℕ => ∑ i, ∑ j, p i * p j * (1 + c / (n : ℝ) * inner ℝ (x i) (x j)) ^ n)
      atTop (𝓝 (∑ i, ∑ j, p i * p j * Real.exp (c * inner ℝ (x i) (x j)))) := by
    refine tendsto_finsetSum _ fun i _ => tendsto_finsetSum _ fun j _ =>
      Tendsto.const_mul _ ?_
    refine (Real.tendsto_one_add_div_pow_exp (c * inner ℝ (x i) (x j))).congr fun n => ?_
    rw [div_mul_eq_mul_div]
  exact ge_of_tendsto' lim fun n =>
    polynomial_kernel_nonneg x (div_nonneg hc n.cast_nonneg) n p

/-- The Gaussian kernel `exp (-t² ‖x i - x j‖²)` has a non-negative quadratic form. -/
theorem gaussian_kernel_nonneg (x : ι → EuclideanSpace ℝ (Fin d)) (t : ℝ) (p : ι → ℝ) :
    0 ≤ ∑ i, ∑ j, p i * p j * Real.exp (-(t ^ 2 * ‖x i - x j‖ ^ 2)) := by
  have h := exponential_kernel_nonneg x (c := 2 * t ^ 2) (by positivity)
    (fun i => p i * Real.exp (-(t ^ 2 * ‖x i‖ ^ 2)))
  refine h.trans_eq (Finset.sum_congr rfl fun i _ => Finset.sum_congr rfl fun j _ => ?_)
  have e : Real.exp (-(t ^ 2 * ‖x i - x j‖ ^ 2))
      = Real.exp (-(t ^ 2 * ‖x i‖ ^ 2)) * Real.exp (-(t ^ 2 * ‖x j‖ ^ 2))
        * Real.exp (2 * t ^ 2 * inner ℝ (x i) (x j)) := by
    rw [← Real.exp_add, ← Real.exp_add, norm_sub_sq_real]
    congr 1
    ring
  rw [e]
  ring

/-- For `b > 0`, the integral of `exp (-b t²)` over the real line, multiplied by `√b`,
is `√π`. -/
theorem sqrt_mul_gaussian_integral {b : ℝ} (hb : 0 < b) :
    Real.sqrt b * ∫ t : ℝ, Real.exp (-b * t ^ 2) = Real.sqrt Real.pi := by
  rw [integral_gaussian, ← Real.sqrt_mul hb.le]
  congr 1
  field_simp

/-- The softened Coulomb matrix is positive semidefinite for every softening length
`a > 0`. -/
theorem softCoulomb_posSemidef {a : ℝ} (ha : 0 < a) (x : ι → EuclideanSpace ℝ (Fin d)) :
    (softCoulomb a x).PosSemidef := by
  have hb : ∀ i j, 0 < ‖x i - x j‖ ^ 2 + a ^ 2 := fun i j => by positivity
  have hint := fun i j => integrable_exp_neg_mul_sq (hb i j)
  have hpi : 0 < Real.sqrt Real.pi := Real.sqrt_pos.2 Real.pi_pos
  -- each matrix element is a superposition of Gaussians
  have hK : ∀ i j, softCoulomb a x i j = (Real.sqrt Real.pi)⁻¹ *
      ∫ t : ℝ, Real.exp (-(‖x i - x j‖ ^ 2 + a ^ 2) * t ^ 2) := by
    intro i j
    have h := sqrt_mul_gaussian_integral (hb i j)
    rw [softCoulomb, Matrix.of_apply, eq_inv_mul_iff_mul_eq₀ hpi.ne', mul_one_div,
      div_eq_iff (Real.sqrt_pos.2 (hb i j)).ne']
    linarith
  refine PosSemidef.of_dotProduct_mulVec_nonneg ?_ fun p => ?_
  · ext i j
    simp [softCoulomb, norm_sub_rev (x j) (x i)]
  have hform : p ⬝ᵥ (softCoulomb a x *ᵥ p) = (Real.sqrt Real.pi)⁻¹ *
      ∫ t : ℝ, ∑ i, ∑ j, p i * p j *
        Real.exp (-(‖x i - x j‖ ^ 2 + a ^ 2) * t ^ 2) := by
    rw [MeasureTheory.integral_finsetSum _ fun i _ =>
      MeasureTheory.integrable_finsetSum _ fun j _ => (hint i j).const_mul _]
    simp only [dotProduct, Matrix.mulVec, Finset.mul_sum]
    refine Finset.sum_congr rfl fun i _ => ?_
    rw [MeasureTheory.integral_finsetSum _ fun j _ => (hint i j).const_mul _, Finset.mul_sum]
    refine Finset.sum_congr rfl fun j _ => ?_
    rw [integral_const_mul, hK]
    ring
  rw [star_trivial, hform]
  refine mul_nonneg (by positivity) (integral_nonneg fun t => ?_)
  -- the integrand is a Gaussian form times a positive damping factor
  have h := mul_nonneg (Real.exp_pos (-(a ^ 2 * t ^ 2))).le (gaussian_kernel_nonneg x t p)
  refine h.trans_eq ?_
  simp only [Finset.mul_sum]
  refine Finset.sum_congr rfl fun i _ => Finset.sum_congr rfl fun j _ => ?_
  have e : Real.exp (-(‖x i - x j‖ ^ 2 + a ^ 2) * t ^ 2)
      = Real.exp (-(a ^ 2 * t ^ 2)) * Real.exp (-(t ^ 2 * ‖x i - x j‖ ^ 2)) := by
    rw [← Real.exp_add]
    congr 1
    ring
  rw [e]
  ring

/-- Schwarz bound: for `a > 0`, the squared softened Coulomb interaction of two charge
vectors is at most the product of their self-interactions. -/
theorem schwarz_bound {a : ℝ} (ha : 0 < a) (x : ι → EuclideanSpace ℝ (Fin d))
    (p q : ι → ℝ) :
    (p ⬝ᵥ (softCoulomb a x *ᵥ q)) ^ 2
      ≤ (p ⬝ᵥ (softCoulomb a x *ᵥ p)) * (q ⬝ᵥ (softCoulomb a x *ᵥ q)) := by
  have hT : (softCoulomb a x)ᵀ = softCoulomb a x := by
    ext i j
    simp [softCoulomb, norm_sub_rev (x j) (x i)]
  have hsym : q ⬝ᵥ (softCoulomb a x *ᵥ p) = p ⬝ᵥ (softCoulomb a x *ᵥ q) := by
    rw [Matrix.dotProduct_mulVec, ← Matrix.mulVec_transpose, hT, dotProduct_comm]
  -- the self-interaction of `p + s q` is a non-negative quadratic polynomial in `s`
  have quad : ∀ s : ℝ, 0 ≤ (q ⬝ᵥ (softCoulomb a x *ᵥ q)) * (s * s)
      + (2 * (p ⬝ᵥ (softCoulomb a x *ᵥ q))) * s + p ⬝ᵥ (softCoulomb a x *ᵥ p) := by
    intro s
    have h := (softCoulomb_posSemidef ha x).dotProduct_mulVec_nonneg (p + s • q)
    simp only [star_trivial, Matrix.mulVec_add, Matrix.mulVec_smul, dotProduct_add,
      add_dotProduct, dotProduct_smul, smul_dotProduct, smul_eq_mul, hsym] at h
    linarith
  have hd := discrim_le_zero quad
  unfold discrim at hd
  linarith

/-- Screening form of the Schwarz bound: for `a > 0`, the magnitude of the interaction is
at most the product of the square roots of the two self-interactions. -/
theorem screening_estimate {a : ℝ} (ha : 0 < a) (x : ι → EuclideanSpace ℝ (Fin d))
    (p q : ι → ℝ) :
    |p ⬝ᵥ (softCoulomb a x *ᵥ q)|
      ≤ Real.sqrt (p ⬝ᵥ (softCoulomb a x *ᵥ p))
        * Real.sqrt (q ⬝ᵥ (softCoulomb a x *ᵥ q)) := by
  have hp := (softCoulomb_posSemidef ha x).dotProduct_mulVec_nonneg p
  rw [star_trivial] at hp
  rw [← Real.sqrt_mul hp]
  exact Real.abs_le_sqrt (schwarz_bound ha x p q)

/-- For two bare point charges at distance `r > 0` with self-energies set to zero, the
Schwarz bound fails for the unit charges on the two sites. -/
theorem barePair_violates_schwarz {r : ℝ} (hr : 0 < r) :
    ((![1, 0] : Fin 2 → ℝ) ⬝ᵥ (barePair r *ᵥ ![1, 0]))
        * ((![0, 1] : Fin 2 → ℝ) ⬝ᵥ (barePair r *ᵥ ![0, 1]))
      < ((![1, 0] : Fin 2 → ℝ) ⬝ᵥ (barePair r *ᵥ ![0, 1])) ^ 2 := by
  have h1 : (![1, 0] : Fin 2 → ℝ) ⬝ᵥ (barePair r *ᵥ ![1, 0]) = 0 := by
    simp [barePair, Matrix.mulVec, dotProduct, Fin.sum_univ_two]
  have h2 : (![1, 0] : Fin 2 → ℝ) ⬝ᵥ (barePair r *ᵥ ![0, 1]) = 1 / r := by
    simp [barePair, Matrix.mulVec, dotProduct, Fin.sum_univ_two]
  rw [h1, h2, zero_mul]
  positivity

end

end SoftCoulombScreening
```

```lean
#print axioms SoftCoulombScreening.schwarz_bound
#print axioms SoftCoulombScreening.screening_estimate
#print axioms SoftCoulombScreening.barePair_violates_schwarz
```

```
'SoftCoulombScreening.schwarz_bound' depends on axioms: [propext, Classical.choice, Quot.sound]
'SoftCoulombScreening.screening_estimate' depends on axioms: [propext, Classical.choice, Quot.sound]
'SoftCoulombScreening.barePair_violates_schwarz' depends on axioms: [propext, Classical.choice, Quot.sound]
```

## Charges and energies as Lean objects

The index set is a finite type `ι`, which may be empty, and the points are a function `x : ι → EuclideanSpace ℝ (Fin d)`, with any dimension `d`, including zero. Nothing requires this function to be injective, which is why coincident points are allowed. Charge vectors are functions `ι → ℝ`, and `p ⬝ᵥ (softCoulomb a x *ᵥ q)` is $\langle p,Kq\rangle$.

The hypothesis `0 < a` stands for a finite interaction at zero distance. `softCoulomb_posSemidef` states that $K$ is positive semidefinite, `schwarz_bound` is the squared inequality, and `screening_estimate` is its square-root form. `barePair_violates_schwarz` states the strict reverse inequality for $B$ and the two unit charge vectors, for every `r` with `0 < r`.

## Where each step of the derivation sits in the code

`polynomial_kernel_nonneg` is the induction on $n$. The charge vector is quantified inside the induction, so the hypothesis can be applied to the modified charges `fun i => p i * x i k`; the equation `key` is the recursion for $Q_{n+1}$. `exponential_kernel_nonneg` takes the limit entry by entry and passes the sign through with `ge_of_tendsto'`. `gaussian_kernel_nonneg` absorbs the two outer Gaussian factors into the charges.

In `softCoulomb_posSemidef`, `hK` writes one matrix element as an integral, using `sqrt_mul_gaussian_integral`. The equation `hform` exchanges sums and integral, for which `hint` supplies integrability, and `integral_nonneg` finishes the argument from the sign of the integrand. In `schwarz_bound`, `hsym` is the symmetry of the interaction, `quad` is the quadratic in $s$, and `discrim_le_zero` gives the inequality. `screening_estimate` takes the square root, and `barePair_violates_schwarz` evaluates the two-by-two products directly.

## Limits to respect in an implementation

The bound applies to real point charges on one finite set of points, with the same $a$ in the interaction and in both self-interactions. Continuous charge densities, integrals over basis functions, periodic sums and kernels with a cutoff are different settings, and the theorems do not address them.

Positive semidefinite does not mean invertible. If two points coincide, $K$ has two equal rows and is singular, so a solver that needs a strictly positive definite matrix has to treat that case separately.

The inequalities concern real numbers. In floating-point arithmetic a very small self-interaction may come out slightly negative through cancellation, and a code should guard the square root and leave a margin for rounding in the threshold. The bound also takes no account of the distance between two groups, since each self-interaction depends only on distances within its own group. It can therefore be far larger than the interaction of well-separated charges.
